# The second-moment estimator returns exactly 1/m for a free lattice propagator at every size L ≥ 2

"Correlation length" can mean the second-moment length, read from the structure factor at small momentum, or the decay length of correlations in space. Here it means the first, which is $1/m$ for the form below; parts (g) and (h) compare it with the second. Lengths are in units of the lattice spacing, and the finite type `ι` labels the axes, so the dimension is arbitrary.

```lean
import Mathlib

open Real

namespace SecondMomentCorrelationLength

noncomputable section

variable {ι : Type*} [Fintype ι] [DecidableEq ι]
```

A momentum $k$ assigns a real number $k_j$ to each axis $j$. Its lattice square is $\hat k^2=\sum_j 4\sin^2(k_j/2)$.

```lean
/-- The squared lattice momentum, the sum of `4 sin(k_j/2)^2` over the lattice axes. -/
def latticeMomentumSq (k : ι → ℝ) : ℝ := ∑ j, 4 * Real.sin (k j / 2) ^ 2
```

The structure factor is $S(k)=A/(m^2+\hat k^2)$. The amplitude $A$ scales the strength of the fluctuations, and a larger mass $m$ makes their range shorter. Both are taken as independent of the lattice size $L$.

```lean
/-- The lattice structure factor with amplitude `A` and mass `m`. -/
def structureFactor (A m : ℝ) (k : ι → ℝ) : ℝ := A / (m ^ 2 + latticeMomentumSq k)
```

For comparison, the continuum form has $\sum_j k_j^2$ in place of $\hat k^2$.

```lean
/-- The structure factor with the continuum dispersion `k^2` in place of the lattice one. -/
def continuumFactor (A m : ℝ) (k : ι → ℝ) : ℝ := A / (m ^ 2 + ∑ j, k j ^ 2)
```

With $L\ge2$ sites per side and periodic boundaries, the smallest nonzero momentum $k_{\min}$ has $2\pi/L$ on axis $i$ and zero elsewhere.

```lean
/-- The momentum `2π/L` along axis `i`; for `L ≥ 2` it is the smallest nonzero momentum along that
axis of a periodic lattice with `L` sites per side. -/
def minMomentum (i : ι) (L : ℕ) : ι → ℝ := Pi.single i (2 * π / (L : ℝ))
```

The estimator accepts any function $S$:
$$\xi_L=\frac{\sqrt{S(0)/S(k_{\min})-1}}{2\sin(\pi/L)}.$$

```lean
/-- The second-moment estimator of the correlation length, computed from a structure factor `S`
at zero momentum and at the smallest momentum along axis `i`. -/
def secondMomentLength (S : (ι → ℝ) → ℝ) (i : ι) (L : ℕ) : ℝ :=
  √(S 0 / S (minMomentum i L) - 1) / (2 * Real.sin (π / (L : ℝ)))
```

**(a) Show that $\sin(\pi/L)>0$ for $L\ge2$.**

Since $0<\pi/L\le\pi/2<\pi$, the sine is positive. Besides $\pi/L>0$, Lean needs only the bound $\pi/L<\pi$, which `nlinarith` supplies.

```lean
/-- The sine of `π/L` is positive for a lattice with at least two sites per side. -/
theorem sin_pi_div_pos {L : ℕ} (hL : 2 ≤ L) : 0 < Real.sin (π / (L : ℝ)) := by
  have hL' : (2 : ℝ) ≤ (L : ℝ) := by exact_mod_cast hL
  have h0 : (0 : ℝ) < (L : ℝ) := by linarith
  apply Real.sin_pos_of_pos_of_lt_pi (div_pos Real.pi_pos h0)
  rw [div_lt_iff₀ h0]
  nlinarith [Real.pi_pos]
```

**(b) Evaluate $\hat k^2$ at $k_{\min}$.**

Only axis $i$ contributes: $4\sin^2\!\big(\tfrac12\cdot\tfrac{2\pi}{L}\big)=(2\sin(\pi/L))^2$. `Finset.sum_eq_single` isolates this term.

```lean
/-- At the smallest momentum the squared lattice momentum is `(2 sin(π/L))^2`. -/
theorem latticeMomentumSq_min (i : ι) (L : ℕ) :
    latticeMomentumSq (minMomentum i L) = (2 * Real.sin (π / (L : ℝ))) ^ 2 := by
  unfold latticeMomentumSq minMomentum
  -- only the axis `i` carries momentum
  rw [Finset.sum_eq_single i]
  · rw [Pi.single_eq_same, show 2 * π / (L : ℝ) / 2 = π / (L : ℝ) by ring]
    ring
  · intro j _ hj
    rw [Pi.single_eq_of_ne hj]
    simp
  · simp
```

**(c) For $A,m>0$ and real $q$, compare $A/(m^2+q^2)$ at zero and at $q$.**

The amplitude cancels:
$$\frac{A/m^2}{A/(m^2+q^2)}-1=\frac{m^2+q^2}{m^2}-1=\Big(\frac qm\Big)^2.$$

```lean
/-- For a propagator `A/(m^2 + q^2)`, the ratio of its values at zero momentum and at `q`
exceeds one by `(q/m)^2`. -/
theorem propagator_ratio {A m : ℝ} (hA : 0 < A) (hm : 0 < m) (q : ℝ) :
    A / m ^ 2 / (A / (m ^ 2 + q ^ 2)) - 1 = (q / m) ^ 2 := by
  have hd : m ^ 2 + q ^ 2 ≠ 0 := by positivity
  have h : A / m ^ 2 / (A / (m ^ 2 + q ^ 2)) = (m ^ 2 + q ^ 2) / m ^ 2 := by
    field_simp
  rw [h, div_pow, add_div, div_self (pow_ne_zero 2 hm.ne')]
  ring
```

**(d) Show that $\xi_L=1/m$ for $A,m>0$ and $L\ge2$.**

Put $q=2\sin(\pi/L)$. By (b) and (c) the radicand is $(q/m)^2$. Since $q/m>0$ by (a), its root is $q/m$, and dividing by $q$ leaves $1/m$. The `rw` chain follows this order.

Suppose one divides by $2\pi/L$ instead of $2\sin(\pi/L)$. The result is then too small by the factor $\sin(\pi/L)/(\pi/L)$.

In Monte Carlo work this identity gives an exact reference value for the estimator, but only for this non-interacting form of $S$; an interacting model can have size effects of its own, and statistical noise is not modelled.

```lean
/-- For the lattice structure factor, the second-moment estimator equals `1/m` exactly,
in any dimension and for every lattice size `L ≥ 2`. -/
theorem secondMomentLength_exact {A m : ℝ} (hA : 0 < A) (hm : 0 < m) (i : ι)
    {L : ℕ} (hL : 2 ≤ L) :
    secondMomentLength (structureFactor A m) i L = 1 / m := by
  have hs := sin_pi_div_pos hL
  have h0 : latticeMomentumSq (0 : ι → ℝ) = 0 := by simp [latticeMomentumSq]
  unfold secondMomentLength structureFactor
  -- the ratio of structure factors is a perfect square
  rw [h0, add_zero, latticeMomentumSq_min, propagator_ratio hA hm,
    Real.sqrt_sq (div_nonneg (by linarith) hm.le)]
  field_simp
```

**(e) For which other $S$ does the estimator return a given $\xi\ge0$?**

Assume $0<S(k_{\min})\le S(0)$, so that the radicand is nonnegative, and write $s=2\sin(\pi/L)>0$. Then
$$\xi_L=\xi\iff\frac{S(0)}{S(k_{\min})}-1=\xi^2s^2\iff S(k_{\min})=\frac{S(0)}{1+\xi^2s^2}.$$
The condition ties together two values of $S$ and says nothing about other momenta. The two directions in Lean square the root and take it again.

```lean
/-- For any structure factor that is positive at the smallest momentum and no larger there than
at zero momentum, the estimator returns `ξ` exactly when the two values are related by the
lattice form with length `ξ`. -/
theorem secondMomentLength_eq_iff (S : (ι → ℝ) → ℝ) (i : ι) {L : ℕ} (hL : 2 ≤ L)
    (hp : 0 < S (minMomentum i L)) (hle : S (minMomentum i L) ≤ S 0)
    {ξ : ℝ} (hξ : 0 ≤ ξ) :
    secondMomentLength S i L = ξ ↔
      S (minMomentum i L) = S 0 / (1 + ξ ^ 2 * latticeMomentumSq (minMomentum i L)) := by
  have hs : 0 < 2 * Real.sin (π / (L : ℝ)) := by linarith [sin_pi_div_pos hL]
  rw [latticeMomentumSq_min]
  unfold secondMomentLength
  generalize 2 * Real.sin (π / (L : ℝ)) = s at hs ⊢
  have hD : 0 < 1 + ξ ^ 2 * s ^ 2 := by positivity
  have hr : 0 ≤ S 0 / S (minMomentum i L) - 1 := by
    have := (one_le_div hp).2 hle
    linarith
  constructor
  · intro h
    have h1 := (div_eq_iff hs.ne').1 h
    have h2 : S 0 / S (minMomentum i L) - 1 = (ξ * s) ^ 2 := by
      rw [← h1, Real.sq_sqrt hr]
    have h3 : S 0 = (1 + (ξ * s) ^ 2) * S (minMomentum i L) :=
      (div_eq_iff hp.ne').1 (by linarith)
    rw [eq_div_iff hD.ne']
    linear_combination -h3
  · intro h
    have h3 := (eq_div_iff hD.ne').1 h
    have h2 : S 0 / S (minMomentum i L) - 1 = (ξ * s) ^ 2 := by
      rw [← h3, mul_div_cancel_left₀ _ hp.ne']
      ring
    rw [h2, Real.sqrt_sq (mul_nonneg hξ hs.le), mul_div_cancel_right₀ _ hs.ne']
```

**(f) Apply the same estimator to the continuum form, with $A,m>0$.**

Now (c) applies with $q=2\pi/L$, so
$$\xi_L=\frac{\pi/L}{\sin(\pi/L)}\,\frac1m>\frac1m,$$
because $\sin x<x$ for $x>0$. In the code, `key` is the equality and `hb` the bound on the factor.

```lean
/-- With the continuum dispersion the same estimator is `1/m` times `(π/L)/sin(π/L)`,
and it is strictly larger than `1/m` at every lattice size `L ≥ 2`. -/
theorem continuum_biased {A m : ℝ} (hA : 0 < A) (hm : 0 < m) (i : ι)
    {L : ℕ} (hL : 2 ≤ L) :
    secondMomentLength (continuumFactor A m) i L
        = (π / (L : ℝ)) / Real.sin (π / (L : ℝ)) * (1 / m) ∧
      1 / m < secondMomentLength (continuumFactor A m) i L := by
  have hs := sin_pi_div_pos hL
  have hL0 : (0 : ℝ) < (L : ℝ) := by exact_mod_cast (by omega : 0 < L)
  have hx : 0 < π / (L : ℝ) := div_pos Real.pi_pos hL0
  have h0 : ∑ j : ι, (0 : ι → ℝ) j ^ 2 = 0 := by simp
  have h1 : ∑ j : ι, minMomentum i L j ^ 2 = (2 * (π / (L : ℝ))) ^ 2 := by
    unfold minMomentum
    rw [Finset.sum_eq_single i]
    · rw [Pi.single_eq_same]
      ring
    · intro j _ hj
      rw [Pi.single_eq_of_ne hj]
      simp
    · simp
  have key : secondMomentLength (continuumFactor A m) i L
      = (π / (L : ℝ)) / Real.sin (π / (L : ℝ)) * (1 / m) := by
    unfold secondMomentLength continuumFactor
    rw [h0, add_zero, h1, propagator_ratio hA hm,
      Real.sqrt_sq (div_nonneg (by linarith) hm.le)]
    generalize π / (L : ℝ) = x at hs hx ⊢
    field_simp
  refine ⟨key, ?_⟩
  rw [key]
  -- the bias factor exceeds one because `sin x < x`
  have hb : 1 < (π / (L : ℝ)) / Real.sin (π / (L : ℝ)) :=
    (one_lt_div hs).2 (Real.sin_lt hx)
  have hm' : 0 < 1 / m := by positivity
  nlinarith
```

**(g) For $m,\mu>0$, when does $\varphi_n=e^{-\mu n}$ solve the source-free lattice equation?**

Along one axis the equation is $\varphi_n+\varphi_{n+2}=(m^2+2)\varphi_{n+1}$ for all $n\ge0$, on a half-line without periodic wrapping. On an infinite lattice, the correlations whose structure factor is $S$, summed over any other axes, obey this equation away from the origin. Since they stay bounded, they are proportional to its decaying solution, whose decay length is $1/\mu$; this link is not formalised here. Dividing by $\varphi_{n+1}$ gives
$$m^2=e^{\mu}+e^{-\mu}-2=\big(2\sinh(\mu/2)\big)^2,$$
and positivity selects $m=2\sinh(\mu/2)$. Lean's `key` writes the left side of the equation minus the right as $\big((2\sinh(\mu/2))^2-m^2\big)\varphi_{n+1}$; the forward direction uses it at $n=0$ and factors a difference of squares.

```lean
/-- The decaying profile `exp(-μ n)` solves the source-free lattice equation of mass `m`
along an axis exactly when `m = 2 sinh(μ/2)`. -/
theorem decay_iff {m μ : ℝ} (hm : 0 < m) (hμ : 0 < μ) :
    (∀ n : ℕ, Real.exp (-μ * n) + Real.exp (-μ * (n + 2))
        = (m ^ 2 + 2) * Real.exp (-μ * (n + 1))) ↔ m = 2 * Real.sinh (μ / 2) := by
  have key : ∀ n : ℕ, Real.exp (-μ * n) + Real.exp (-μ * (n + 2))
      - (m ^ 2 + 2) * Real.exp (-μ * (n + 1))
      = ((2 * Real.sinh (μ / 2)) ^ 2 - m ^ 2) * Real.exp (-μ * (n + 1)) := by
    intro n
    have h1 : Real.exp (-μ * n) = Real.exp (-μ * (n + 1)) * Real.exp (μ / 2) ^ 2 := by
      rw [sq, ← Real.exp_add, ← Real.exp_add]
      congr 1
      ring
    have h2 : Real.exp (-μ * (n + 2))
        = Real.exp (-μ * (n + 1)) * Real.exp (-(μ / 2)) ^ 2 := by
      rw [sq, ← Real.exp_add, ← Real.exp_add]
      congr 1
      ring
    have h3 : Real.exp (μ / 2) * Real.exp (-(μ / 2)) = 1 := by
      rw [← Real.exp_add, add_neg_cancel, Real.exp_zero]
    rw [Real.sinh_eq]
    linear_combination h1 + h2 + 2 * Real.exp (-μ * (n + 1)) * h3
  have hsinh : 0 < Real.sinh (μ / 2) := Real.sinh_pos_iff.2 (by linarith)
  constructor
  · intro h
    have h1 : ((2 * Real.sinh (μ / 2)) ^ 2 - m ^ 2)
        * Real.exp (-μ * (((0 : ℕ) : ℝ) + 1)) = 0 := by
      rw [← key 0, h 0, sub_self]
    have h2 := (mul_eq_zero.1 h1).resolve_right (Real.exp_pos _).ne'
    have h3 : (m - 2 * Real.sinh (μ / 2)) * (m + 2 * Real.sinh (μ / 2)) = 0 := by
      linear_combination -h2
    have h4 := (mul_eq_zero.1 h3).resolve_right (by positivity)
    linarith
  · intro h n
    have h1 := key n
    rw [← h, sub_self, zero_mul] at h1
    linarith
```

**(h) Compare $\xi_L$ with the decay length $1/\mu$ when $m=2\sinh(\mu/2)$.**

Since $\sinh x>x$ for $x>0$, we have $m>\mu$, and (d) gives $\xi_L=1/m<1/\mu$. The estimator is thus free of size bias for the second-moment length, yet lies strictly below the decay length at every $L\ge2$.

```lean
/-- When the mass is `2 sinh(μ/2)`, the second-moment estimator is strictly smaller than the
exponential decay length `1/μ`. -/
theorem secondMomentLength_lt_decayLength {A μ : ℝ} (hA : 0 < A) (hμ : 0 < μ) (i : ι)
    {L : ℕ} (hL : 2 ≤ L) :
    secondMomentLength (structureFactor A (2 * Real.sinh (μ / 2))) i L < 1 / μ := by
  have h : μ / 2 < Real.sinh (μ / 2) := Real.self_lt_sinh_iff.2 (by linarith)
  rw [secondMomentLength_exact hA (by linarith) i hL]
  exact one_div_lt_one_div_of_lt hμ (by linarith)

end

end SecondMomentCorrelationLength
```

```lean
#print axioms SecondMomentCorrelationLength.secondMomentLength_exact
#print axioms SecondMomentCorrelationLength.continuum_biased
#print axioms SecondMomentCorrelationLength.decay_iff
#print axioms SecondMomentCorrelationLength.secondMomentLength_lt_decayLength
```

```
'SecondMomentCorrelationLength.secondMomentLength_exact' depends on axioms: [propext, Classical.choice, Quot.sound]
'SecondMomentCorrelationLength.continuum_biased' depends on axioms: [propext, Classical.choice, Quot.sound]
'SecondMomentCorrelationLength.decay_iff' depends on axioms: [propext, Classical.choice, Quot.sound]
'SecondMomentCorrelationLength.secondMomentLength_lt_decayLength' depends on axioms: [propext, Classical.choice, Quot.sound]
```
